# The s-wave energy in the potential −α/(2(r² + c²)²) can be negative exactly when α > 3c²

Atomic units are used throughout, with c > 0. In the model studied here, which keeps only the polarisation term, an electron at distance r from a polarisable atom has the potential energy

V(r) = −α / (2(r² + c²)²).

Here α is the dipole polarisability, which sets the −α/(2r⁴) tail, and c is a cutoff length standing for the damping of that tail inside the atom. The inequality α > 3c² compares pure numbers, with α in bohr³ and c in bohr.

An s state is described by its reduced radial function φ(r), which is r times the wavefunction. A trial function is continuously differentiable and vanishes at 0 and at some finite R > 0. Its unnormalised energy is

E(R) = ∫₀ᴿ (φ′²/2 + Vφ²) dr.

If φ is not identically zero on [0, R], dividing by ∫₀ᴿ φ² dr gives the energy expectation value, with the same sign, of the state that equals φ up to R and is zero beyond.

## Zero-energy solution, node and threshold

Let k = √(1 + α/c²) and

u(r) = √(r² + c²) sin(k arctan(r/c)).

For α > 0, u(0) = 0 and −u″/2 + Vu = 0, and u has a node at some r > 0 exactly when α > 3c². For every real α, a trial function with E(R) < 0 exists exactly when α > 3c².

## A reference for radial solvers

A code that integrates the radial equation outward and counts nodes can be run at zero energy in this potential and compared with u at every grid point, once its solution is scaled to the slope u′(0) = k. For α > 3c² the first node lies at R = c tan(π/k), which moves outward without limit as α falls to 3c². For c = 1 and α = 3.1 it is near 52 bohr, and a grid that ends earlier shows no node.

In one-electron models of attachment to a closed-shell atom such as mercury, the threshold tells whether this polarisation term can bind an s electron by itself, without static, exchange or relativistic terms.

## Derivation

Write s = √(r² + c²) and θ = arctan(r/c), so that s′ = r/s and θ′ = c/s². Then

u′ = (r sin kθ + kc cos kθ)/s.

In the second derivative the cosine terms cancel:

u″ = (s² − r² − k²c²) sin kθ / s³.

Since s² − r² = c² and k²c² = c² + α, this is −α sin kθ / s³ = 2Vu.

For r > 0, θ increases from 0 towards π/2 without reaching it. The phase kθ therefore reaches π at finite r exactly when k > 2, that is, α > 3c².

Suppose α ≤ 3c². The critical solution (k = 2) is 2cr/s, with logarithmic derivative w = c²/(rs²), and w′ + w² = −3c²/s⁴. For any trial function,

d/dr [E(r) − wφ²/2] = (φ′ − wφ)²/2 + (3c² − α)φ²/(2s⁴) ≥ 0.

The term wφ² vanishes at R, and also as r → 0, because φ/r stays finite there. Hence E(R) ≥ 0.

Suppose α > 3c². Choose β with 3c² < β < α, and let u now be the zero-energy solution for β, with first node R. Taking φ = u in the energy for α,

d/dr [E(r) − uu′/2] = −(α − β)u²/(2s⁴) < 0 for 0 < r < R.

The boundary terms vanish, so E(R) < 0.

For example, take c = 1, β = 8 and α = 9. Then k = 3 for the trial function and R = √3. Since dr/s² = dθ,

E(R) = −½ ∫₀^(π/3) sin²(3θ) dθ = −π/12 ≈ −0.262.

The norm integral is 16π/3 − 9√3 ≈ 1.167, so the normalised energy is about −0.224 hartree.

## The Lean file

```lean
import Mathlib

namespace PolarisationBinding

noncomputable section

/-- The regularised polarisation potential `-α / (2 (r² + c²)²)` in atomic units, for `c ≠ 0`. -/
def polarisation (α c r : ℝ) : ℝ := -α / (2 * (r ^ 2 + c ^ 2) ^ 2)

/-- The phase factor `k = √(1 + α/c²)`, for `c ≠ 0` and `α ≥ -c²`. -/
def index (α c : ℝ) : ℝ := √(1 + α / c ^ 2)

/-- The reduced radial function `√(r² + c²) sin (k arctan (r/c))`, for `c ≠ 0`. -/
def zeroEnergy (α c r : ℝ) : ℝ :=
  √(r ^ 2 + c ^ 2) * Real.sin (index α c * Real.arctan (r / c))

/-- The closed form of the slope of `zeroEnergy`, for `c ≠ 0`. -/
def slopeZero (α c r : ℝ) : ℝ :=
  (r * Real.sin (index α c * Real.arctan (r / c))
    + index α c * c * Real.cos (index α c * Real.arctan (r / c))) / √(r ^ 2 + c ^ 2)

/-- A continuously differentiable reduced radial function that vanishes at the origin
and at the radius `R`. -/
def IsTrial (φ : ℝ → ℝ) (R : ℝ) : Prop := ContDiff ℝ 1 φ ∧ φ 0 = 0 ∧ φ R = 0

/-- Kinetic plus polarisation energy of the reduced radial function `φ` between `0` and `R`,
without normalisation. -/
def energy (α c : ℝ) (φ : ℝ → ℝ) (R : ℝ) : ℝ :=
  ∫ r in (0 : ℝ)..R, ((deriv φ r) ^ 2 / 2 + polarisation α c r * φ r ^ 2)

variable {α c : ℝ}

private lemma hasDerivAt_sq_add (c r : ℝ) :
    HasDerivAt (fun x : ℝ => x ^ 2 + c ^ 2) (2 * r) r := by
  simpa using (hasDerivAt_pow 2 r).add_const (c ^ 2)

private lemma hasDerivAt_root (hc : 0 < c) (r : ℝ) :
    HasDerivAt (fun x : ℝ => √(x ^ 2 + c ^ 2)) (r / √(r ^ 2 + c ^ 2)) r := by
  have hs : r ^ 2 + c ^ 2 ≠ 0 := by positivity
  exact ((hasDerivAt_sq_add c r).sqrt hs).congr_deriv (mul_div_mul_left r _ two_ne_zero)

private lemma hasDerivAt_phase (hc : 0 < c) (k r : ℝ) :
    HasDerivAt (fun x : ℝ => k * Real.arctan (x / c)) (k * c / √(r ^ 2 + c ^ 2) ^ 2) r := by
  have e : 1 + (r / c) ^ 2 = (r ^ 2 + c ^ 2) / c ^ 2 := by
    rw [div_pow, add_div, div_self (pow_ne_zero 2 hc.ne'), add_comm]
  have hs : r ^ 2 + c ^ 2 ≠ 0 := by positivity
  refine ((((hasDerivAt_id' r).div_const c).arctan).const_mul k).congr_deriv ?_
  rw [Real.sq_sqrt (by positivity), e]
  field_simp

/-- The derivative of the radial function `zeroEnergy` is `slopeZero`. -/
theorem hasDerivAt_zeroEnergy (hc : 0 < c) (r : ℝ) :
    HasDerivAt (zeroEnergy α c) (slopeZero α c r) r := by
  have hs : √(r ^ 2 + c ^ 2) ≠ 0 := (Real.sqrt_pos.2 (by positivity)).ne'
  refine ((hasDerivAt_root hc r).fun_mul (hasDerivAt_phase hc (index α c) r).sin).congr_deriv ?_
  unfold slopeZero
  generalize √(r ^ 2 + c ^ 2) = s at *
  field_simp

/-- The slope of `zeroEnergy` changes at the rate `2 V u`. -/
theorem hasDerivAt_slopeZero (hc : 0 < c) (hα : 0 < α) (r : ℝ) :
    HasDerivAt (slopeZero α c) (2 * polarisation α c r * zeroEnergy α c r) r := by
  have hs : √(r ^ 2 + c ^ 2) ≠ 0 := (Real.sqrt_pos.2 (by positivity)).ne'
  have hss : √(r ^ 2 + c ^ 2) ^ 2 = r ^ 2 + c ^ 2 := Real.sq_sqrt (by positivity)
  have hk : index α c ^ 2 * c ^ 2 = c ^ 2 + α := by
    rw [index, Real.sq_sqrt (by positivity), add_mul, one_mul,
      div_mul_cancel₀ _ (pow_ne_zero 2 hc.ne')]
  have hp := hasDerivAt_phase hc (index α c) r
  refine ((((hasDerivAt_id' r).fun_mul hp.sin).fun_add
    (hp.cos.const_mul (index α c * c))).fun_div (hasDerivAt_root hc r) hs).congr_deriv ?_
  unfold polarisation zeroEnergy
  generalize Real.sin (index α c * Real.arctan (r / c)) = S
  generalize Real.cos (index α c * Real.arctan (r / c)) = C
  generalize √(r ^ 2 + c ^ 2) = s at *
  generalize index α c = k at *
  rw [← hss]
  -- the cosine terms cancel, and `k² c² = c² + α` leaves the potential
  calc _ = S * (s ^ 2 - r ^ 2 - k ^ 2 * c ^ 2) / s ^ 3 := by
        field_simp
        ring
    _ = -α * S / s ^ 3 := by
        congr 1
        linear_combination S * hss - S * hk
    _ = _ := by field_simp

/-- The function `zeroEnergy` vanishes at the origin and solves the radial s-wave Schrödinger
equation at zero energy in the polarisation potential. -/
theorem zero_energy_equation (hc : 0 < c) (hα : 0 < α) :
    zeroEnergy α c 0 = 0 ∧ ∀ r, -(deriv (deriv (zeroEnergy α c)) r) / 2
      + polarisation α c r * zeroEnergy α c r = 0 := by
  refine ⟨by simp [zeroEnergy], fun r => ?_⟩
  rw [show deriv (zeroEnergy α c) = slopeZero α c from
    funext fun x => (hasDerivAt_zeroEnergy hc x).deriv, (hasDerivAt_slopeZero hc hα r).deriv]
  ring

private lemma two_lt_index (hc : 0 < c) : 2 < index α c ↔ 3 * c ^ 2 < α := by
  have h : 3 < α / c ^ 2 ↔ 3 * c ^ 2 < α := lt_div_iff₀ (by positivity)
  rw [index, Real.lt_sqrt (by norm_num), ← h]
  constructor <;> intro h <;> linarith

private lemma zeroEnergy_pos (hc : 0 < c) {r : ℝ} (hr : 0 < r) (hk : 0 < index α c)
    (h : index α c * Real.arctan (r / c) < Real.pi) : 0 < zeroEnergy α c r :=
  mul_pos (Real.sqrt_pos.2 (by positivity)) (Real.sin_pos_of_pos_of_lt_pi
    (mul_pos hk (Real.arctan_pos.2 (div_pos hr hc))) h)

/-- For `α > 3c²` the zero-energy solution has a first node at a finite radius
and is positive inside it. -/
theorem exists_first_node (hc : 0 < c) (h : 3 * c ^ 2 < α) :
    ∃ R > 0, zeroEnergy α c R = 0 ∧ ∀ r, 0 < r → r < R → 0 < zeroEnergy α c r := by
  have hk := (two_lt_index hc).2 h
  have hk0 : 0 < index α c := by linarith
  have hx : 0 < Real.pi / index α c := div_pos Real.pi_pos hk0
  have hx2 : Real.pi / index α c < Real.pi / 2 :=
    div_lt_div_of_pos_left Real.pi_pos two_pos hk
  -- the phase reaches `π` at `R = c tan (π/k)`
  have ha : Real.arctan (c * Real.tan (Real.pi / index α c) / c) = Real.pi / index α c := by
    rw [mul_div_cancel_left₀ _ hc.ne', Real.arctan_tan (by linarith) hx2]
  have hpi : index α c * (Real.pi / index α c) = Real.pi := by field_simp
  refine ⟨c * Real.tan (Real.pi / index α c),
    mul_pos hc (Real.tan_pos_of_pos_of_lt_pi_div_two hx hx2), ?_, fun r hr hrR => ?_⟩
  · rw [zeroEnergy, ha, hpi, Real.sin_pi, mul_zero]
  · have hlt := Real.arctan_strictMono (div_lt_div_of_pos_right hrR hc)
    rw [ha] at hlt
    exact zeroEnergy_pos hc hr hk0 (hpi ▸ mul_lt_mul_of_pos_left hlt hk0)

/-- The zero-energy solution has a node at some positive radius exactly when `α > 3c²`. -/
theorem node_iff (hc : 0 < c) (hα : 0 < α) :
    (∃ r > 0, zeroEnergy α c r = 0) ↔ 3 * c ^ 2 < α := by
  constructor
  · rintro ⟨r, hr, h0⟩
    by_contra hn
    have hk : index α c ≤ 2 := not_lt.1 fun h => hn ((two_lt_index hc).1 h)
    have hθ : 0 < Real.arctan (r / c) := Real.arctan_pos.2 (div_pos hr hc)
    have hpos := zeroEnergy_pos hc hr (Real.sqrt_pos.2 (by positivity) : 0 < index α c)
      (by linarith [mul_le_mul_of_nonneg_right hk hθ.le, Real.arctan_lt_pi_div_two (r / c)])
    exact hpos.ne' h0
  · intro h
    obtain ⟨R, hR, h0, -⟩ := exists_first_node hc h
    exact ⟨R, hR, h0⟩

private lemma hasDerivAt_energy (hc : 0 < c) {φ : ℝ → ℝ} (hφ : ContDiff ℝ 1 φ) (r : ℝ) :
    HasDerivAt (energy α c φ) ((deriv φ r) ^ 2 / 2 + polarisation α c r * φ r ^ 2) r := by
  obtain ⟨hd, hd'⟩ := contDiff_one_iff_deriv.1 hφ
  have hV : Continuous (polarisation α c) := by
    refine Continuous.div continuous_const (by fun_prop) fun x => ?_
    positivity
  have hf : Continuous fun r => (deriv φ r) ^ 2 / 2 + polarisation α c r * φ r ^ 2 :=
    ((hd'.pow 2).div_const 2).add (hV.mul (hd.continuous.pow 2))
  exact (hf.integral_hasStrictDerivAt 0 r).hasDerivAt

/-- For `α ≤ 3c²` no trial function has negative energy. -/
theorem energy_nonneg (hc : 0 < c) (hα : α ≤ 3 * c ^ 2) {φ : ℝ → ℝ} {R : ℝ} (hR : 0 < R)
    (hφ : IsTrial φ R) : 0 ≤ energy α c φ R := by
  obtain ⟨hφ, h0, h1⟩ := hφ
  have hd := (contDiff_one_iff_deriv.1 hφ).1
  have hq : Continuous (dslope φ 0) := continuous_iff_continuousAt.2 fun r => by
    rcases eq_or_ne r 0 with rfl | h
    · exact continuousAt_dslope_same.2 (hd 0)
    · exact (continuousAt_dslope_of_ne h).2 (hd r).continuousAt
  let F : ℝ → ℝ := fun r =>
    energy α c φ r - c ^ 2 / (r ^ 2 + c ^ 2) * φ r * dslope φ 0 r / 2
  have hE : Continuous (energy α c φ) :=
    continuous_iff_continuousAt.2 fun r => (hasDerivAt_energy hc hφ r).continuousAt
  have hw : Continuous fun r : ℝ => c ^ 2 / (r ^ 2 + c ^ 2) := by
    refine Continuous.div continuous_const (by fun_prop) fun x => ?_
    positivity
  have hF : Continuous F := hE.sub (((hw.mul hd.continuous).mul hq).div_const 2)
  -- completing the square with the logarithmic derivative of the critical solution
  have hF' : ∀ r, 0 < r → HasDerivAt F
      ((deriv φ r - c ^ 2 / (r * (r ^ 2 + c ^ 2)) * φ r) ^ 2 / 2
        + (3 * c ^ 2 - α) / (2 * (r ^ 2 + c ^ 2) ^ 2) * φ r ^ 2) r := by
    intro r hr
    have hs : r ^ 2 + c ^ 2 ≠ 0 := by positivity
    have hp := (hd r).hasDerivAt
    have hg := ((hp.fun_mul hp).const_mul (c ^ 2)).fun_div
      (((hasDerivAt_id' r).fun_mul (hasDerivAt_sq_add c r)).const_mul 2) (by positivity)
    refine ((hasDerivAt_energy hc hφ r).fun_sub (hg.congr_of_eventuallyEq ?_)).congr_deriv ?_
    · filter_upwards [eventually_ne_nhds hr.ne'] with x hx
      have hxs : x ^ 2 + c ^ 2 ≠ 0 := by positivity
      rw [dslope_of_ne _ hx, slope_def_field, h0, sub_zero, sub_zero]
      field_simp
    · unfold polarisation
      field_simp
      ring
  have hm : MonotoneOn F (Set.Icc 0 R) := by
    refine monotoneOn_of_deriv_nonneg (convex_Icc 0 R) hF.continuousOn ?_ ?_
    · intro r hr
      rw [interior_Icc] at hr
      exact (hF' r hr.1).differentiableAt.differentiableWithinAt
    · intro r hr
      rw [interior_Icc] at hr
      rw [(hF' r hr.1).deriv]
      have := sub_nonneg.2 hα
      positivity
  have h := hm (Set.left_mem_Icc.2 hR.le) (Set.right_mem_Icc.2 hR.le) hR.le
  simpa [F, h0, h1, energy] using h

/-- Binding threshold: some trial function that vanishes at `0` and at some `R > 0` has negative
energy between `0` and `R` in the polarisation potential exactly when `α > 3c²`. -/
theorem binding_threshold (hc : 0 < c) :
    (∃ R > 0, ∃ φ, IsTrial φ R ∧ energy α c φ R < 0) ↔ 3 * c ^ 2 < α := by
  constructor
  · rintro ⟨R, hR, φ, hφ, hneg⟩
    by_contra h
    exact not_lt_of_ge (energy_nonneg hc (not_lt.1 h) hR hφ) hneg
  · intro h
    -- the trial function solves the problem for a weaker strength `β`, still above threshold
    obtain ⟨β, hβ, hβα⟩ := exists_between h
    have hβ0 : 0 < β := lt_trans (by positivity) hβ
    obtain ⟨R, hR, hnode, hpos⟩ := exists_first_node hc hβ
    have hu := hasDerivAt_zeroEnergy (α := β) hc
    have hv := hasDerivAt_slopeZero hc hβ0
    have hderiv : deriv (zeroEnergy β c) = slopeZero β c := funext fun x => (hu x).deriv
    have hC : ContDiff ℝ 1 (zeroEnergy β c) := contDiff_one_iff_deriv.2
      ⟨fun x => (hu x).differentiableAt, by
        rw [hderiv]
        exact continuous_iff_continuousAt.2 fun x => (hv x).continuousAt⟩
    have hz : zeroEnergy β c 0 = 0 := (zero_energy_equation hc hβ0).1
    refine ⟨R, hR, zeroEnergy β c, ⟨hC, hz, hnode⟩, ?_⟩
    let F : ℝ → ℝ := fun r =>
      energy α c (zeroEnergy β c) r - zeroEnergy β c r * slopeZero β c r / 2
    have hF : ∀ r, HasDerivAt F
        (-((α - β) / (2 * (r ^ 2 + c ^ 2) ^ 2) * zeroEnergy β c r ^ 2)) r := by
      intro r
      refine ((hasDerivAt_energy hc hC r).fun_sub
        (((hu r).fun_mul (hv r)).div_const 2)).congr_deriv ?_
      rw [hderiv]
      unfold polarisation
      ring
    have hm : StrictAntiOn F (Set.Icc 0 R) := by
      refine strictAntiOn_of_deriv_neg (convex_Icc 0 R)
        (fun r _ => (hF r).continuousAt.continuousWithinAt) fun r hr => ?_
      rw [interior_Icc] at hr
      rw [(hF r).deriv]
      have h1 := hpos r hr.1 hr.2
      have h2 := sub_pos.2 hβα
      exact neg_neg_of_pos (by positivity)
    have hlt := hm (Set.left_mem_Icc.2 hR.le) (Set.right_mem_Icc.2 hR.le) hR
    simpa [F, hz, hnode, energy] using hlt

end

end PolarisationBinding
```

```lean
#print axioms PolarisationBinding.node_iff
-- 'PolarisationBinding.node_iff' depends on axioms: [propext, Classical.choice, Quot.sound]
#print axioms PolarisationBinding.binding_threshold
-- 'PolarisationBinding.binding_threshold' depends on axioms: [propext, Classical.choice, Quot.sound]
```

## How the Lean proof follows the derivation

`polarisation`, `index` and `zeroEnergy` are V, k and u; `IsTrial` and `energy` encode the trial functions and E.

- `hasDerivAt_zeroEnergy` and `hasDerivAt_slopeZero` differentiate u twice. In the second, `linear_combination` inserts k²c² = c² + α. `zero_energy_equation` combines them.
- `exists_first_node` constructs R = c tan(π/k), and `node_iff` adds the converse.
- `hasDerivAt_energy` is the fundamental theorem of calculus for E.
- `energy_nonneg` completes the square. It writes φ/r as `dslope φ 0`, which is continuous at the origin, and concludes by monotonicity.
- `binding_threshold` obtains β from `exists_between` and uses strict decrease.

## Trial energies and bound states

The theorems guarantee the exact solution, its node criterion and the condition for a negative trial energy to exist. They cover one electron, s waves and this form of cutoff, and they give neither a bound-state energy nor an error estimate for a grid.

Binding is expressed here through trial functions. A model built on the self-adjoint Hamiltonian on L²(0, ∞) would speak of a negative eigenvalue. One way to get there from the trial functions is to locate the essential spectrum and apply the min–max principle; the file does not do this.
